# For constant capacitances, the grand-potential difference $\Omega_B - \Omega_A$ of two electrode states has curvature $C_A - C_B$ in the potential

If I compute the grand-potential difference of two electrode states at two potentials and draw a straight line through the points, the line misses everywhere else when the states have constant but different capacitances, and far away the error grows quadratically. My model gives each state the energy $E(q) = E_0 + \phi q + q^2/(2C)$ at charge $q$, with $C > 0$. At electrode potential $U$, I believe that the minimum of $E(q) - Uq$ is $E_0 - C(U-\phi)^2/2$, that the difference "B minus A" has second $U$-derivative $C_A - C_B$, and that for equal $C$ it is affine with slope $C(\phi_B - \phi_A)$. Can this be proved in Lean, with the minimum derived and not put in by definition?

## Completing the square in the charge

Yes. Collect the terms in $q$ and complete the square:

$$E(q) - Uq = E_0 - (U-\phi)q + \frac{q^2}{2C} = E_0 - \frac{C(U-\phi)^2}{2} + \frac{[q - C(U-\phi)]^2}{2C}.$$

Since $C > 0$, the last term is non-negative and vanishes only at $q^*(U) = C(U-\phi)$. So the minimum, the grand potential, is

$$\Omega(U) = E_0 - \tfrac12 C(U-\phi)^2, \qquad \Omega'(U) = -q^*(U), \qquad (q^*)'(U) = C.$$

For two states, let $\Delta = \Omega_B - \Omega_A$. Then

$$\Delta' = q_A^* - q_B^* = C_A(U-\phi_A) - C_B(U-\phi_B), \qquad \Delta'' = C_A - C_B.$$

If $C_A = C_B = C$, the quadratic terms cancel:

$$\Delta(U) = E_{0,B} - E_{0,A} + C(\phi_B-\phi_A)\left(U - \frac{\phi_A+\phi_B}{2}\right).$$

Conversely, an affine $\Delta$ satisfies $\Delta(1) + \Delta(-1) - 2\Delta(0) = 0$. The left side equals $C_A - C_B$, so the capacitances agree.

For equal capacitances and $\phi_A \neq \phi_B$, setting $\Delta = 0$ gives the single crossing potential

$$U = \frac{\phi_A+\phi_B}{2} - \frac{E_{0,B}-E_{0,A}}{C(\phi_B-\phi_A)}.$$

Here is the complete Lean file:

```lean
import Mathlib

noncomputable section

namespace ConstantPotential

/-- A state of an electrode with energy `E0` at zero charge, potential of zero charge `phi`
and positive capacitance `C`. -/
structure ChargedState where
  E0 : ℝ
  phi : ℝ
  C : ℝ
  C_pos : 0 < C

/-- The energy at fixed charge, `E(q) = E0 + phi q + q² / (2C)`. -/
def energy (S : ChargedState) (q : ℝ) : ℝ :=
  S.E0 + S.phi * q + q ^ 2 / (2 * S.C)

/-- The grand potential at electrode potential `U`: the infimum of `E(q) - U q` over all
real charges `q`. -/
def grandPotential (S : ChargedState) (U : ℝ) : ℝ :=
  ⨅ q : ℝ, (energy S q - U * q)

/-- The charge `C (U - phi)` of a linear capacitor at electrode potential `U`. -/
def equilibriumCharge (S : ChargedState) (U : ℝ) : ℝ :=
  S.C * (U - S.phi)

/-- The grand potential of state `B` minus that of state `A` at the same electrode potential. -/
def gap (A B : ChargedState) (U : ℝ) : ℝ :=
  grandPotential B U - grandPotential A U

/-- At fixed potential, `E(q) - U q` is a constant plus a square that measures the departure
of the charge from `C (U - phi)`. -/
theorem complete_square (S : ChargedState) (U q : ℝ) :
    energy S q - U * q = S.E0 - S.C * (U - S.phi) ^ 2 / 2
      + (q - equilibriumCharge S U) ^ 2 / (2 * S.C) := by
  have hC : S.C ≠ 0 := S.C_pos.ne'
  unfold energy equilibriumCharge
  field_simp
  ring

/-- The least value of `E(q) - U q` over all charges is attained and equals
`E0 - C (U - phi)² / 2`. -/
theorem isLeast_grand_energy (S : ChargedState) (U : ℝ) :
    IsLeast (Set.range fun q : ℝ => energy S q - U * q)
      (S.E0 - S.C * (U - S.phi) ^ 2 / 2) := by
  constructor
  · -- the square vanishes at the equilibrium charge
    refine ⟨equilibriumCharge S U, ?_⟩
    simp only [complete_square]
    ring
  · -- at every other charge the square only adds energy
    rintro _ ⟨q, rfl⟩
    have h : 0 ≤ (q - equilibriumCharge S U) ^ 2 / (2 * S.C) :=
      div_nonneg (sq_nonneg _) (by linarith [S.C_pos])
    simp only [complete_square]
    linarith

/-- The grand potential is the inverted parabola `E0 - C (U - phi)² / 2`. -/
theorem grandPotential_eq (S : ChargedState) (U : ℝ) :
    grandPotential S U = S.E0 - S.C * (U - S.phi) ^ 2 / 2 :=
  (isLeast_grand_energy S U).csInf_eq

/-- A charge `q` attains the grand potential exactly when `q = C (U - phi)`. -/
theorem minimiser_iff (S : ChargedState) (U q : ℝ) :
    energy S q - U * q = grandPotential S U ↔ q = equilibriumCharge S U := by
  rw [complete_square, grandPotential_eq]
  constructor
  · intro h
    have h0 : (q - equilibriumCharge S U) ^ 2 / (2 * S.C) = 0 := by linarith
    rcases div_eq_zero_iff.mp h0 with h1 | h1
    · have h2 := (pow_eq_zero_iff two_ne_zero).mp h1
      linarith
    · linarith [S.C_pos]
  · intro h
    rw [h]
    ring

/-- The potential derivative of the grand potential is minus the equilibrium charge, and the
potential derivative of the equilibrium charge is the capacitance. -/
theorem charge_and_capacitance (S : ChargedState) (U : ℝ) :
    HasDerivAt (grandPotential S) (-equilibriumCharge S U) U ∧
      HasDerivAt (equilibriumCharge S) S.C U := by
  have h1 : HasDerivAt (fun V : ℝ => V - S.phi) 1 U :=
    (hasDerivAt_id' U).sub_const S.phi
  constructor
  · have hf : grandPotential S =
        fun V => S.E0 - S.C / 2 * ((V - S.phi) * (V - S.phi)) := by
      funext V
      rw [grandPotential_eq]
      ring
    rw [hf]
    refine (((h1.fun_mul h1).const_mul (S.C / 2)).const_sub S.E0).congr_deriv ?_
    unfold equilibriumCharge
    ring
  · exact (h1.const_mul S.C).congr_deriv (mul_one _)

/-- The first potential derivative of the grand-potential difference `B` minus `A` is the
equilibrium charge of `A` minus that of `B`. -/
theorem gap_hasDerivAt (A B : ChargedState) (U : ℝ) :
    HasDerivAt (gap A B) (equilibriumCharge A U - equilibriumCharge B U) U := by
  have h := (charge_and_capacitance B U).1.fun_sub (charge_and_capacitance A U).1
  exact h.congr_deriv (by ring)

/-- The second potential derivative of the grand-potential difference `B` minus `A` is
`C_A - C_B` at every electrode potential. -/
theorem gap_second_derivative (A B : ChargedState) (U : ℝ) :
    HasDerivAt (deriv (gap A B)) (A.C - B.C) U := by
  have hd : deriv (gap A B) =
      fun V => equilibriumCharge A V - equilibriumCharge B V :=
    funext fun V => (gap_hasDerivAt A B V).deriv
  rw [hd]
  exact (charge_and_capacitance A U).2.fun_sub (charge_and_capacitance B U).2

/-- For equal capacitances `C` the grand-potential difference is affine in the electrode
potential, with slope `C (phi_B - phi_A)`. -/
theorem gap_affine (A B : ChargedState) (hC : A.C = B.C) (U : ℝ) :
    gap A B U = gap A B 0 + A.C * (B.phi - A.phi) * U := by
  simp only [gap, grandPotential_eq]
  rw [← hC]
  ring

/-- The grand-potential difference of two states is affine in the electrode potential if and
only if their capacitances are equal. -/
theorem gap_affine_iff (A B : ChargedState) :
    (∃ a b : ℝ, ∀ U, gap A B U = a + b * U) ↔ A.C = B.C := by
  constructor
  · rintro ⟨a, b, h⟩
    simp only [gap, grandPotential_eq] at h
    -- the second difference of an affine function vanishes
    linear_combination h 1 + h (-1) - 2 * h 0
  · intro hC
    exact ⟨gap A B 0, A.C * (B.phi - A.phi), gap_affine A B hC⟩

/-- Two states with equal capacitances and different potentials of zero charge have equal
grand potentials at exactly one electrode potential, given here explicitly. -/
theorem crossing_potential (A B : ChargedState) (hC : A.C = B.C)
    (hphi : A.phi ≠ B.phi) (U : ℝ) :
    gap A B U = 0 ↔
      U = (A.phi + B.phi) / 2 - (B.E0 - A.E0) / (A.C * (B.phi - A.phi)) := by
  have hk : A.C * (B.phi - A.phi) ≠ 0 :=
    mul_ne_zero A.C_pos.ne' (sub_ne_zero.mpr hphi.symm)
  have hg : gap A B U = (B.E0 - A.E0)
      + A.C * (B.phi - A.phi) * (U - (A.phi + B.phi) / 2) := by
    simp only [gap, grandPotential_eq]
    rw [← hC]
    ring
  rw [hg]
  constructor
  · intro h
    have hx : (B.E0 - A.E0) / (A.C * (B.phi - A.phi)) = (A.phi + B.phi) / 2 - U := by
      rw [div_eq_iff hk]
      linear_combination h
    linarith
  · intro h
    have e := div_mul_cancel₀ (B.E0 - A.E0) hk
    rw [h]
    linear_combination -e

end ConstantPotential
```

```lean
#print axioms ConstantPotential.minimiser_iff
#print axioms ConstantPotential.gap_second_derivative
#print axioms ConstantPotential.gap_affine_iff
#print axioms ConstantPotential.crossing_potential
```

```
'ConstantPotential.minimiser_iff' depends on axioms: [propext, Classical.choice, Quot.sound]
'ConstantPotential.gap_second_derivative' depends on axioms: [propext, Classical.choice, Quot.sound]
'ConstantPotential.gap_affine_iff' depends on axioms: [propext, Classical.choice, Quot.sound]
'ConstantPotential.crossing_potential' depends on axioms: [propext, Classical.choice, Quot.sound]
```

## Electrode states and potentials in Lean

A `ChargedState` holds the energy at zero charge `E0`, the potential of zero charge `phi`, the capacitance `C` and a proof `C_pos` that `C` is positive. Positivity says that the charging energy curves upwards, so that the electrode settles at a finite charge when its potential is fixed.

`grandPotential` is the infimum of `energy S q - U * q` over all real `q`, and `gap A B U` is the value for B minus the value for A at the same `U`. The sign convention makes $q$ the charge conjugate to $U$, in units where $qU$ is an energy.

`grandPotential_eq` gives the closed form, and `minimiser_iff` says that exactly one charge attains it. `gap_second_derivative` states that the function `deriv (gap A B)` has derivative `A.C - B.C` at every `U`. `gap_affine` gives the slope for equal capacitances, and `gap_affine_iff` shows that equality is also necessary.

The quadratic energy is assumed, not derived from an electronic structure. Charge is continuous and unbounded, and each capacitance is independent of potential. Within this constant-capacitance model, the result tells someone comparing surface structures in constant-potential simulations when a linear extrapolation in $U$ is exact.

## From the square to the crossing potential

`complete_square` is the first displayed identity; `field_simp` clears the denominators, using $C \neq 0$, and `ring` compares the polynomials. `isLeast_grand_energy` then proves two things: the value is reached at `equilibriumCharge S U`, and no charge goes below it because the square is non-negative. This identifies the infimum in `grandPotential_eq`. For uniqueness, `minimiser_iff` deduces that the square vanishes, and hence that $q = q^*$.

`charge_and_capacitance` differentiates the closed form by the product rule, and also differentiates $q^*$. Subtracting the derivatives for A and B gives `gap_hasDerivAt`. Because that holds at every potential, `gap_second_derivative` can replace `deriv (gap A B)` by $q_A^* - q_B^*$ as a function and differentiate once more.

In `gap_affine`, substituting the closed forms and the equal capacitances leaves an identity for `ring`. The converse in `gap_affine_iff` is the second difference above, written as `h 1 + h (-1) - 2 * h 0`. Finally, `crossing_potential` puts the gap in the centred linear form and solves for $U$, dividing by the slope, which is nonzero because $C > 0$ and $\phi_A \neq \phi_B$.
